# Kerker preconditioning removes the net charge of a continuous, compactly supported radial residual

## Why does a wrong electron number survive Kerker mixing?

In my radial atom code, Kerker mixing never changes the electron number. I started from a spherical density $\rho_{\rm in}$ with slightly too few electrons. Plain linear mixing repairs this over the iterations. With the preconditioner I update by $\alpha(R-w/r)$ instead of $\alpha R$, where $R=\rho_{\rm out}-\rho_{\rm in}$ and $w$ comes from a screened Green-function integral, and the deficit stays. Is my quadrature wrong, or does the preconditioner do this?

## The subtracted density carries the whole charge of the residual

The preconditioner does this. If $R$ is continuous and vanishes beyond some radius $a$, and $q>0$, then
$$\int_0^\infty r\,w\,dr=\int_0^\infty r^2R\,dr ,$$
so $R-w/r$ has zero net charge, whatever the charge of $R$. Here $q$ is the inverse screening length of a uniform medium; components of the residual with wave number well below $q$ are strongly damped.

Define the inner and outer moments
$$I(r)=\int_0^r\sinh(qs)\,sR(s)\,ds,\qquad O(r)=\int_r^\infty e^{-qs}\,sR(s)\,ds,$$
and $w=q\,[e^{-qr}I+\sinh(qr)\,O]$. Since $I(0)=0$ and $\sinh 0=0$, $w(0)=0$. The moments have derivatives $I'=\sinh(qr)\,rR$ and $O'=-e^{-qr}\,rR$. In $w'$ the two source terms cancel:
$$w'=q^2\,[\cosh(qr)\,O-e^{-qr}I].$$
Differentiating again,
$$w''=q^2w-q^2\,rR\;e^{-qr}\,[\cosh(qr)+\sinh(qr)]=q^2w-q^2\,rR,$$
because the bracket equals $e^{qr}$. This is the screened Poisson equation for $w/r$.

For the charge, use
$$(r\,w'-w)'=r\,w''=q^2\,(r\,w-r^2R).$$
At the origin $r\,w'-w=0$. For $r\ge a$, $O=0$ and $I=I(a)$, so $w=q\,I(a)\,e^{-qr}$ and
$$r\,w'-w=-q\,I(a)\,(qr+1)\,e^{-qr}\to0 .$$
Integrating over the half-line gives $0=q^2\int_0^\infty(r\,w-r^2R)\,dr$, which is the charge identity.

The decaying solution is also unique. Let $d$ be the difference of two solutions that vanish at the origin and at infinity, so $d''=q^2d$. For $k=\pm q$,
$$\big[e^{-kr}(d'+k\,d)\big]'=e^{-kr}(q^2-k^2)\,d=0,$$
so each bracket keeps its initial value $d'(0)$. Subtracting $d'-q\,d=d'(0)\,e^{-qr}$ from $d'+q\,d=d'(0)\,e^{qr}$ gives $2q\,d=d'(0)\,(e^{qr}-e^{-qr})$. Decay forces $d'(0)=0$, hence $d=0$.

## What happens on the radial grid

One outward sweep accumulates $e^{-qr}I$ and one inward sweep accumulates $O$; together they give $w$ at every grid point. At the origin $w/r$ is replaced by its limit $w'(0)=q^2O(0)$. The density then becomes $\rho_{\rm in}+\alpha(R-w/r)$. Its electron number is that of $\rho_{\rm in}$, up to quadrature error and the part of the exponential tail of $w$ that lies beyond the last grid point, so your deficit persists. Rescaling the starting density to the right number removes it.

## The statement in Lean

`innerMoment`, `outerMoment` and `screened` are $I$, $O$ and $w$; `screenedSlope` is the explicit formula for $w'$. The source `R` is a continuous function on all of $\mathbb R$, and `ha` says that it vanishes beyond `a`. Its values at negative radii play no part in the half-line results.

`screened_poisson` gives $w(0)=0$, the differential equation as two first-order `HasDerivAt` statements, the integrability of $r\,w$, and the charge identity. Integrability is listed separately because Lean assigns the integral 0 to a non-integrable function. The common factor $4\pi$ is left out of both charges.

`kerker_neutral` is the answer to your question. `screened_unique` shows that $w$ equals any solution `v` on $r\ge0$ that vanishes at the origin and at infinity, using one-sided derivatives at the origin. Some limit on growth is needed there, since $\sinh(qr)$ could otherwise be added.

The model is spherical with constant $q$. Exponential density tails, higher angular momenta, grid errors and the convergence of the self-consistency loop lie beyond these theorems.

```lean
import Mathlib

open MeasureTheory Set Filter Topology

namespace RadialKerker

noncomputable section

/-- The source inside radius `r`, weighted with the regular solution `sinh (q s)`. -/
def innerMoment (q : ℝ) (R : ℝ → ℝ) (r : ℝ) : ℝ :=
  ∫ s in (0 : ℝ)..r, Real.sinh (q * s) * (s * R s)

/-- The source outside radius `r`, weighted with the decaying solution `exp (-q s)`. -/
def outerMoment (q : ℝ) (R : ℝ → ℝ) (r : ℝ) : ℝ :=
  ∫ s in Ioi r, Real.exp (-(q * s)) * (s * R s)

/-- The radial function `w` built from the source `R` with the s-wave screened Green function. -/
def screened (q : ℝ) (R : ℝ → ℝ) (r : ℝ) : ℝ :=
  q * (Real.exp (-(q * r)) * innerMoment q R r + Real.sinh (q * r) * outerMoment q R r)

/-- The explicit expression for the slope of `w` in terms of the two moments. -/
def screenedSlope (q : ℝ) (R : ℝ → ℝ) (r : ℝ) : ℝ :=
  q ^ 2 * (Real.cosh (q * r) * outerMoment q R r - Real.exp (-(q * r)) * innerMoment q R r)

/-- The Kerker-preconditioned residual `R - w / r`, meant for radii `r > 0`. -/
def kerkerResidual (q : ℝ) (R : ℝ → ℝ) (r : ℝ) : ℝ := R r - screened q R r / r

variable {q a : ℝ} {R : ℝ → ℝ}

/-- For a function that vanishes beyond `a`, the integral from `r` to infinity stops at `a`. -/
theorem integral_tail {f : ℝ → ℝ} (hf : ∀ s, a < s → f s = 0) (r : ℝ) :
    ∫ s in Ioi r, f s = ∫ s in r..a, f s := by
  rcases le_total r a with h | h
  · rw [intervalIntegral.integral_of_le h]
    refine setIntegral_eq_of_subset_of_forall_sdiff_eq_zero measurableSet_Ioi
      (fun s hs => hs.1) (fun s hs => hf s ?_)
    by_contra hc
    exact hs.2 ⟨hs.1, not_lt.1 hc⟩
  · have h1 : ∫ s in Ioi r, f s = 0 :=
      setIntegral_eq_zero_of_forall_eq_zero (fun s hs => hf s (lt_of_le_of_lt h hs))
    have h2 : ∫ s in Ioc a r, f s = 0 :=
      setIntegral_eq_zero_of_forall_eq_zero (fun s hs => hf s hs.1)
    rw [intervalIntegral.integral_symm, intervalIntegral.integral_of_le h, h1, h2, neg_zero]

/-- The linear function `x ↦ k x` has derivative `k` at every point `r`. -/
theorem hasDerivAt_linear (k r : ℝ) : HasDerivAt (fun x : ℝ => k * x) k r := by
  simpa using (hasDerivAt_id' r).const_mul k

/-- For a continuous source, the inner moment grows at the rate of its integrand. -/
theorem hasDerivAt_innerMoment (hR : Continuous R) (r : ℝ) :
    HasDerivAt (innerMoment q R) (Real.sinh (q * r) * (r * R r)) r := by
  have hf : Continuous fun s => Real.sinh (q * s) * (s * R s) := by fun_prop
  exact (hf.integral_hasStrictDerivAt 0 r).hasDerivAt

/-- For a continuous source that vanishes beyond `a`, the outer moment decreases at the rate
of its integrand. -/
theorem hasDerivAt_outerMoment (hR : Continuous R) (ha : ∀ s, a < s → R s = 0) (r : ℝ) :
    HasDerivAt (outerMoment q R) (-(Real.exp (-(q * r)) * (r * R r))) r := by
  have hf : Continuous fun s => Real.exp (-(q * s)) * (s * R s) := by fun_prop
  have h : outerMoment q R = fun x => -∫ s in a..x, Real.exp (-(q * s)) * (s * R s) := by
    funext x
    exact (integral_tail (f := fun s => Real.exp (-(q * s)) * (s * R s))
      (fun s hs => by simp [ha s hs]) x).trans (intervalIntegral.integral_symm _ _)
  rw [h]
  exact (hf.integral_hasStrictDerivAt a r).hasDerivAt.fun_neg

/-- The screened Poisson equation `-w'' + q² w = q² r R`, as two first-order equations, for a
continuous source that vanishes beyond `a`. -/
theorem screened_equation (hR : Continuous R) (ha : ∀ s, a < s → R s = 0) (r : ℝ) :
    HasDerivAt (screened q R) (screenedSlope q R r) r ∧
    HasDerivAt (screenedSlope q R) (q ^ 2 * screened q R r - q ^ 2 * (r * R r)) r := by
  have hl := hasDerivAt_linear q r
  have hi := hasDerivAt_innerMoment (q := q) hR r
  have ho := hasDerivAt_outerMoment (q := q) hR ha r
  constructor
  · refine HasDerivAt.congr_deriv
      (((hl.fun_neg.exp.fun_mul hi).fun_add (hl.sinh.fun_mul ho)).const_mul q) ?_
    unfold screenedSlope
    ring
  · refine HasDerivAt.congr_deriv
      (((hl.cosh.fun_mul ho).fun_sub (hl.fun_neg.exp.fun_mul hi)).const_mul (q ^ 2)) ?_
    -- the Wronskian of `sinh (q r)` and `exp (-(q r))` is `-q` times the left-hand side
    have key : Real.exp (-(q * r)) * (Real.cosh (q * r) + Real.sinh (q * r)) = 1 := by
      rw [Real.cosh_add_sinh, ← Real.exp_add, neg_add_cancel, Real.exp_zero]
    unfold screened
    linear_combination (-(q ^ 2 * (r * R r))) * key

/-- Beyond the radius `a` of a continuous source the inner moment is constant and the outer
moment is zero. -/
theorem moments_outside (hR : Continuous R) (ha : ∀ s, a < s → R s = 0) {r : ℝ} (hr : a ≤ r) :
    innerMoment q R r = innerMoment q R a ∧ outerMoment q R r = 0 := by
  have hf : Continuous fun s => Real.sinh (q * s) * (s * R s) := by fun_prop
  constructor
  · have h := intervalIntegral.integral_add_adjacent_intervals
      (hf.intervalIntegrable (μ := volume) 0 a) (hf.intervalIntegrable a r)
    have hz : ∫ s in a..r, Real.sinh (q * s) * (s * R s) = 0 := by
      rw [intervalIntegral.integral_of_le hr]
      exact setIntegral_eq_zero_of_forall_eq_zero (fun s hs => by simp [ha s hs.1])
    unfold innerMoment
    linarith
  · exact setIntegral_eq_zero_of_forall_eq_zero
      (fun s hs => by simp [ha s (lt_of_le_of_lt hr hs)])

/-- The radial charge density `r² R` of a continuous source that vanishes beyond `a` is
integrable over the half-line. -/
theorem integrable_source (hR : Continuous R) (ha : ∀ s, a < s → R s = 0) :
    IntegrableOn (fun r => r ^ 2 * R r) (Ioi 0) := by
  have hc : Continuous fun r => r ^ 2 * R r := by fun_prop
  refine integrable_of_isBigO_exp_neg one_pos hc.continuousOn
    (Asymptotics.IsBigO.of_bound 0 ?_)
  filter_upwards [eventually_gt_atTop a] with r hr
  simp [ha r hr]

/-- For `q > 0` and a continuous source that vanishes beyond `a`, `r w` is integrable over the
half-line. -/
theorem integrable_screened (hq : 0 < q) (hR : Continuous R) (ha : ∀ s, a < s → R s = 0) :
    IntegrableOn (fun r => r * screened q R r) (Ioi 0) := by
  have hw : Continuous (screened q R) :=
    continuous_iff_continuousAt.2 fun r => (screened_equation hR ha r).1.continuousAt
  refine integrable_of_isBigO_exp_neg (half_pos hq) (continuous_id.mul hw).continuousOn
    (Asymptotics.IsBigO.of_bound (2 * |innerMoment q R a|) ?_)
  filter_upwards [eventually_ge_atTop a, eventually_ge_atTop 0] with r hr h0
  obtain ⟨hi, ho⟩ := moments_outside (q := q) hR ha hr
  show ‖r * screened q R r‖ ≤ 2 * |innerMoment q R a| * ‖Real.exp (-(q / 2) * r)‖
  have hs : q * r ≤ 2 * Real.exp (q / 2 * r) := by
    linarith [Real.add_one_le_exp (q / 2 * r)]
  have he : Real.exp (q / 2 * r) * Real.exp (-(q * r)) = Real.exp (-(q / 2) * r) := by
    rw [← Real.exp_add]
    congr 1
    ring
  have hv : r * screened q R r = q * r * Real.exp (-(q * r)) * innerMoment q R a := by
    simp only [screened, hi, ho]
    ring
  rw [hv, Real.norm_eq_abs, Real.norm_eq_abs, abs_mul,
    abs_of_nonneg (by positivity : 0 ≤ q * r * Real.exp (-(q * r))), Real.abs_exp, ← he]
  have := mul_le_mul_of_nonneg_right hs
    (by positivity : 0 ≤ Real.exp (-(q * r)) * |innerMoment q R a|)
  linarith

/-- For `q > 0` and a continuous source that vanishes beyond `a`, `w` is zero at the origin,
solves `-w'' + q² w = q² r R`, and carries the charge of the source: `∫ r w = ∫ r² R`. -/
theorem screened_poisson (hq : 0 < q) (hR : Continuous R) (ha : ∀ s, a < s → R s = 0) :
    screened q R 0 = 0 ∧
    (∀ r, HasDerivAt (screened q R) (screenedSlope q R r) r ∧
      HasDerivAt (screenedSlope q R) (q ^ 2 * screened q R r - q ^ 2 * (r * R r)) r) ∧
    IntegrableOn (fun r => r * screened q R r) (Ioi 0) ∧
    ∫ r in Ioi (0 : ℝ), r * screened q R r = ∫ r in Ioi (0 : ℝ), r ^ 2 * R r := by
  have hz : screened q R 0 = 0 := by simp [screened, innerMoment]
  have hw := integrable_screened hq hR ha
  have hs := integrable_source hR ha
  refine ⟨hz, screened_equation hR ha, hw, ?_⟩
  have hlin : Tendsto (fun r : ℝ => q * r) atTop atTop := tendsto_id.const_mul_atTop hq
  -- the boundary term at infinity vanishes
  have hlim : Tendsto (fun r => r * screenedSlope q R r - screened q R r) atTop (𝓝 0) := by
    have h := (((Real.tendsto_pow_mul_exp_neg_atTop_nhds_zero 1).comp hlin).add
      ((Real.tendsto_pow_mul_exp_neg_atTop_nhds_zero 0).comp hlin)).const_mul
        (-(q * innerMoment q R a))
    rw [add_zero, mul_zero] at h
    refine h.congr' ?_
    filter_upwards [eventually_ge_atTop a] with r hr
    obtain ⟨hi, ho⟩ := moments_outside (q := q) hR ha hr
    simp only [Function.comp_apply, screened, screenedSlope, hi, ho]
    ring
  have hder : ∀ r ∈ Ici (0 : ℝ),
      HasDerivAt (fun r => r * screenedSlope q R r - screened q R r)
        (q ^ 2 * (r * screened q R r) - q ^ 2 * (r ^ 2 * R r)) r := by
    intro r _
    obtain ⟨h1, h2⟩ := screened_equation (q := q) hR ha r
    refine HasDerivAt.congr_deriv (((hasDerivAt_id' r).fun_mul h2).fun_sub h1) ?_
    ring
  have hint : IntegrableOn
      (fun r => q ^ 2 * (r * screened q R r) - q ^ 2 * (r ^ 2 * R r)) (Ioi 0) :=
    (hw.const_mul (q ^ 2)).sub (hs.const_mul (q ^ 2))
  have h : ∫ r in Ioi (0 : ℝ), (q ^ 2 * (r * screened q R r) - q ^ 2 * (r ^ 2 * R r)) =
      0 - (0 * screenedSlope q R 0 - screened q R 0) :=
    integral_Ioi_of_hasDerivAt_of_tendsto' hder hint hlim
  rw [integral_sub (hw.const_mul (q ^ 2)) (hs.const_mul (q ^ 2)), integral_const_mul,
    integral_const_mul, hz] at h
  have hq2 : q ^ 2 ≠ 0 := by positivity
  apply mul_left_cancel₀ hq2
  linarith

/-- For `q > 0` and a continuous source that vanishes beyond `a`, the Kerker-preconditioned
residual has an integrable radial charge density and zero net charge. -/
theorem kerker_neutral (hq : 0 < q) (hR : Continuous R) (ha : ∀ s, a < s → R s = 0) :
    IntegrableOn (fun r => r ^ 2 * kerkerResidual q R r) (Ioi 0) ∧
    ∫ r in Ioi (0 : ℝ), r ^ 2 * kerkerResidual q R r = 0 := by
  obtain ⟨-, -, hw, hcharge⟩ := screened_poisson hq hR ha
  have hs := integrable_source hR ha
  have he : EqOn (fun r => r ^ 2 * kerkerResidual q R r)
      (fun r => r ^ 2 * R r - r * screened q R r) (Ioi 0) := by
    intro r hr
    have hr0 : r ≠ 0 := ne_of_gt hr
    have h : r * (screened q R r / r) = screened q R r := by field_simp
    show r ^ 2 * (R r - screened q R r / r) = r ^ 2 * R r - r * screened q R r
    linear_combination (-r) * h
  refine ⟨(integrableOn_congr_fun he measurableSet_Ioi).2 (hs.sub hw), ?_⟩
  rw [setIntegral_congr_fun measurableSet_Ioi he, integral_sub hs hw, hcharge, sub_self]

/-- For `q > 0`, a solution of `d'' = q² d` on the half-line that vanishes at the origin and
at infinity is zero. -/
theorem homogeneous_unique (hq : 0 < q) {d d1 : ℝ → ℝ} (h0 : d 0 = 0)
    (hd : ∀ r, 0 ≤ r → HasDerivWithinAt d (d1 r) (Ici 0) r)
    (hd1 : ∀ r, 0 ≤ r → HasDerivWithinAt d1 (q ^ 2 * d r) (Ici 0) r)
    (hlim : Tendsto d atTop (𝓝 0)) {r : ℝ} (hr : 0 ≤ r) : d r = 0 := by
  -- two first integrals, for `k = q` and `k = -q`
  have key : ∀ k, k ^ 2 = q ^ 2 → ∀ r, 0 ≤ r →
      Real.exp (-(k * r)) * (d1 r + k * d r) = d1 0 := by
    intro k hk r hr
    have hder : ∀ x, 0 ≤ x → HasDerivWithinAt
        (fun x => Real.exp (-(k * x)) * (d1 x + k * d x)) 0 (Ici 0) x := by
      intro x hx
      refine HasDerivWithinAt.congr_deriv
        ((hasDerivAt_linear k x).fun_neg.exp.hasDerivWithinAt.fun_mul
          ((hd1 x hx).fun_add ((hd x hx).const_mul k))) ?_
      linear_combination (-(Real.exp (-(k * x)) * d x)) * hk
    have h := constant_of_has_deriv_right_zero (a := 0) (b := r)
      (f := fun x => Real.exp (-(k * x)) * (d1 x + k * d x))
      (fun x hx => (hder x hx.1).continuousWithinAt.mono Icc_subset_Ici_self)
      (fun x hx => (hder x hx.1).mono (Ici_subset_Ici.2 hx.1)) r ⟨hr, le_rfl⟩
    simpa [h0] using h
  have ident : ∀ r, 0 ≤ r → 2 * q * (d r * Real.exp (-(q * r))) =
      d1 0 * (1 - Real.exp (-(q * r)) ^ 2) := by
    intro r hr
    have h1 := key q rfl r hr
    have h2 := key (-q) (by ring) r hr
    have hE : Real.exp (-(q * r)) * Real.exp (-(-q * r)) = 1 := by
      rw [← Real.exp_add]
      simp
    linear_combination h1 - Real.exp (-(q * r)) ^ 2 * h2 +
      Real.exp (-(q * r)) * (d1 r - q * d r) * hE
  -- decay at infinity removes the growing solution
  have he : Tendsto (fun r : ℝ => Real.exp (-(q * r))) atTop (𝓝 0) :=
    Real.tendsto_exp_neg_atTop_nhds_zero.comp (tendsto_id.const_mul_atTop hq)
  have hL := (hlim.mul he).const_mul (2 * q)
  have hT := ((he.pow 2).const_sub 1).const_mul (d1 0)
  have hc : d1 0 = 0 := by
    have h := tendsto_nhds_unique
      (hL.congr' ((eventually_ge_atTop 0).mono fun r hr => ident r hr)) hT
    norm_num at h
    linarith
  have h := ident r hr
  rw [hc, zero_mul] at h
  simpa [hq.ne', Real.exp_ne_zero] using h

/-- For `q > 0` and a continuous source that vanishes beyond `a`, every solution of the screened
Poisson equation on the half-line that vanishes at the origin and at infinity equals `w` there. -/
theorem screened_unique (hq : 0 < q) (hR : Continuous R) (ha : ∀ s, a < s → R s = 0)
    {v v1 : ℝ → ℝ} (h0 : v 0 = 0)
    (hv : ∀ r, 0 ≤ r → HasDerivWithinAt v (v1 r) (Ici 0) r)
    (hv1 : ∀ r, 0 ≤ r →
      HasDerivWithinAt v1 (q ^ 2 * v r - q ^ 2 * (r * R r)) (Ici 0) r)
    (hlim : Tendsto v atTop (𝓝 0)) {r : ℝ} (hr : 0 ≤ r) : v r = screened q R r := by
  have hw : Tendsto (screened q R) atTop (𝓝 0) := by
    have h := (Real.tendsto_exp_neg_atTop_nhds_zero.comp
      (tendsto_id.const_mul_atTop hq)).const_mul (q * innerMoment q R a)
    rw [mul_zero] at h
    refine h.congr' ?_
    filter_upwards [eventually_ge_atTop a] with x hx
    obtain ⟨hi, ho⟩ := moments_outside (q := q) hR ha hx
    simp only [Function.comp_apply, id_eq, screened, hi, ho]
    ring
  have hd := homogeneous_unique hq (d := fun x => v x - screened q R x)
    (d1 := fun x => v1 x - screenedSlope q R x)
    (by simp [h0, screened, innerMoment])
    (fun x hx => (hv x hx).fun_sub (screened_equation hR ha x).1.hasDerivWithinAt)
    (fun x hx => ((hv1 x hx).fun_sub
      (screened_equation hR ha x).2.hasDerivWithinAt).congr_deriv (by ring))
    (by simpa using hlim.sub hw) hr
  exact sub_eq_zero.1 hd

end

end RadialKerker
```

```lean
#print axioms RadialKerker.kerker_neutral
-- 'RadialKerker.kerker_neutral' depends on axioms: [propext, Classical.choice, Quot.sound]
#print axioms RadialKerker.screened_unique
-- 'RadialKerker.screened_unique' depends on axioms: [propext, Classical.choice, Quot.sound]
```

## From the moments to neutrality

`integral_tail` replaces the upper limit $\infty$ by $a$. The fundamental theorem of calculus then differentiates both moments, in `hasDerivAt_innerMoment` and `hasDerivAt_outerMoment`. `screened_equation` applies the product rule twice; its `key` is the identity $e^{-qr}[\cosh(qr)+\sinh(qr)]=1$.

`moments_outside` supplies the form of $w$ beyond $a$. With $qr\le2e^{qr/2}$, `integrable_screened` bounds $|r\,w|$ at large $r$ by $2|I(a)|\,e^{-qr/2}$, while `integrable_source` handles $r^2R$.

In `screened_poisson`, `hder` is the derivative of $r\,w'-w$ and `hlim` its limit at infinity. The half-line fundamental theorem combines them, and the factor $q^2$ is cancelled. `kerker_neutral` rewrites $r^2(R-w/r)$ as $r^2R-r\,w$ for $r>0$ and subtracts the equal integrals.

In `homogeneous_unique`, `key` holds the two constants and `ident` is the formula for $2q\,d$ multiplied by $e^{-qr}$. Letting $r\to\infty$ there gives $d'(0)=0$. `screened_unique` applies this to $v-w$, after showing that $w$ itself tends to zero.
